# A pole c/z in the local energy has finite variance but infinite third absolute moment under the overlap density Re(z) exp(−|z|²) on Re z > 0

Let a complex overlap $z$ have probability density proportional to $(\operatorname{Re} z)^k e^{-|z|^2}$ on the half-plane $\operatorname{Re} z>0$, with $k=0,1,2,\dots$ For real $s$, the mean of $|z|^{-s}$ is finite exactly when $s<k+2$. Consequently, for $c\neq0$ and $p>0$, the local energy $E_0+c/z$ has a finite absolute moment of order $p$ exactly when $p<k+2$. For the bare Gaussian, $k=0$, the variance is infinite. For $k=1$ the variance is finite and the third absolute moment is infinite.

In auxiliary-field Monte Carlo, $z$ stands for the overlap of a walker with the trial state, which appears in the denominator of the local energy. The usual phaseless projection multiplies a walker's weight by $\max(0,\cos\Delta\theta)$, where $\Delta\theta$ is the change in the phase of its overlap during one propagation step; this depletes the population near $z=0$. The factor $\operatorname{Re} z$ at $k=1$, which depends on the overlap itself and not on its change in a step, is a postulated stand-in for that depletion and is not derived from the propagation.

In Lean 4 with Mathlib:

```lean
import Mathlib

open MeasureTheory Set
open scoped ENNReal

namespace PhaselessOverlapMoments

noncomputable section
```

## Overlap density and local energy

The unnormalised density is $w_k(z)=(\operatorname{Re} z)^k e^{-|z|^2}$. The Gaussian fixes the unit of overlap and confines large $|z|$; the behaviour near $z=0$ comes from the power $k$.

```lean
/-- Unnormalised overlap density `(Re z)^k exp(-|z|²)`; `k = 0` is the bare Gaussian and
`k = 1` the phaseless-type density. -/
def overlapWeight (k : ℕ) (z : ℂ) : ℝ := z.re ^ k * Real.exp (-‖z‖ ^ 2)
```

The population is the area measure on the half-plane, weighted by $w_k$. `ENNReal.ofReal` turns the density into an extended nonnegative number and changes nothing here, because $w_k>0$ on the half-plane.

```lean
/-- The walker population: the density `overlapWeight k` on the half-plane `Re z > 0`. -/
def population (k : ℕ) : Measure ℂ :=
  (volume.restrict {z : ℂ | 0 < z.re}).withDensity fun z => ENNReal.ofReal (overlapWeight k z)
```

Dividing by the total mass gives the law of $z$. The normalised densities are $\frac{2}{\pi}e^{-|z|^2}$ for $k=0$ and $\frac{2}{\sqrt\pi}\operatorname{Re}(z)\,e^{-|z|^2}$ for $k=1$.

```lean
/-- The law of the overlap: the walker population divided by its total mass. -/
def overlapLaw (k : ℕ) : Measure ℂ := (population k univ)⁻¹ • population k
```

The local energy is modelled by a constant background $E_0$ and a simple pole with constant complex strength $c$. In a real calculation the strength of the pole varies from walker to walker; here it is frozen at one value, taken to be nonzero in the theorems on the local energy.

```lean
/-- A local energy with a pole at the node of the trial overlap, `E₀ + c / z`, for `z ≠ 0`. -/
def localEnergy (E₀ c z : ℂ) : ℂ := E₀ + c / z
```

## Radial and angular integrals

With $z=re^{i\theta}$, two integrals are needed. The first is
$$R(a)=\int_0^\infty r^a e^{-r^2}\,dr ,$$
with a real exponent $a$. The symbol `∫⁻` denotes an integral with values in $[0,\infty]$, so a divergent integral has the value `⊤`.

```lean
/-- The radial integral of `r^a exp(-r²)` over `r > 0`. -/
def radial (a : ℝ) : ℝ≥0∞ :=
  ∫⁻ r in Ioi (0 : ℝ), ENNReal.ofReal (r ^ a * Real.exp (-r ^ 2))
```

The second integrates $\cos^k\theta$ over the phases with $\cos\theta>0$. The explicit cut matters already at $k=0$, where $\cos^0\theta=1$ for every phase.

```lean
/-- The weight `cos^k θ` of an overlap phase `θ`, set to zero unless `cos θ > 0`. -/
def phaseWeight (k : ℕ) (θ : ℝ) : ℝ≥0∞ :=
  if 0 < Real.cos θ then ENNReal.ofReal (Real.cos θ ^ k) else 0
```

Call this angular integral $A_k$. It runs over $(-\pi,\pi)$, but only $|\theta|<\pi/2$ contributes, so $A_0=\pi$ and $A_1=2$.

```lean
/-- The integral of the phase weight over all phases between `-π` and `π`. -/
def angular (k : ℕ) : ℝ≥0∞ := ∫⁻ θ in Ioo (-Real.pi) Real.pi, phaseWeight k θ
```

## Convergence at the node

The integral $R(a)$ is finite exactly when $a>-1$. On $0<r<1$ we have $e^{-r^2}\ge e^{-1}$, hence
$$r^a\le e\,r^a e^{-r^2}.$$
If $R(a)$ is finite, then so is $\int_0^1 r^a\,dr$, which forces $a>-1$. Conversely, if $a>-1$, the integrand is at most $r^a$ on $(0,1)$, and the Gaussian controls large $r$.

The first `constructor` branch carries out this comparison with `Integrable.mono'` and the known criterion for $r^a$ on $(0,1)$. The second uses Mathlib's integrability theorem for a power times a Gaussian.

```lean
/-- The radial integral of `r^a exp(-r²)` is finite exactly when `a > -1`. -/
theorem radial_lt_top_iff (a : ℝ) : radial a < ⊤ ↔ -1 < a := by
  have hm : Measurable fun r : ℝ => r ^ a * Real.exp (-r ^ 2) := by fun_prop
  have hnn : 0 ≤ᵐ[volume.restrict (Ioi (0 : ℝ))] fun r : ℝ => r ^ a * Real.exp (-r ^ 2) := by
    filter_upwards [ae_restrict_mem measurableSet_Ioi] with r hr
    exact mul_nonneg (Real.rpow_nonneg (le_of_lt hr) a) (Real.exp_pos _).le
  rw [radial, ← hasFiniteIntegral_iff_ofReal hnn]
  constructor
  · intro h
    have hi : IntegrableOn (fun r : ℝ => r ^ a * Real.exp (-r ^ 2)) (Ioi 0) :=
      ⟨hm.aestronglyMeasurable, h⟩
    -- near the node the Gaussian factor is at least exp(-1)
    rw [← intervalIntegral.integrableOn_Ioo_rpow_iff (s := a) (t := 1) one_pos]
    refine Integrable.mono' ((hi.mono_set Ioo_subset_Ioi_self).const_mul (Real.exp 1))
      (by fun_prop) ?_
    filter_upwards [ae_restrict_mem measurableSet_Ioo] with r hr
    have h0 : 0 ≤ r ^ a := Real.rpow_nonneg hr.1.le a
    have h1 : 1 ≤ Real.exp 1 * Real.exp (-r ^ 2) := by
      rw [← Real.exp_add]
      exact Real.one_le_exp (by nlinarith [hr.1, hr.2])
    rw [Real.norm_of_nonneg h0]
    nlinarith [mul_le_mul_of_nonneg_left h1 h0]
  · intro h
    have hi := integrableOn_rpow_mul_exp_neg_mul_sq one_pos h
    simp only [neg_mul, one_mul] at hi
    exact hi.2
```

The integral is also nonzero, since its integrand is positive on $(0,1)$, a set of length 1. This will be needed to divide by the total mass.

```lean
/-- The radial integral never vanishes. -/
theorem radial_ne_zero (a : ℝ) : radial a ≠ 0 := by
  have hm : Measurable fun r : ℝ => ENNReal.ofReal (r ^ a * Real.exp (-r ^ 2)) := by fun_prop
  refine ne_of_gt ((setLIntegral_pos_iff hm).2 ?_)
  refine lt_of_lt_of_le (b := volume (Ioo (0 : ℝ) 1)) (by simp) (measure_mono ?_)
  intro r hr
  exact ⟨(ENNReal.ofReal_pos.2 (mul_pos (Real.rpow_pos_of_pos hr.1 a) (Real.exp_pos _))).ne',
    hr.1⟩
```

For the angular part, measurability comes first.

```lean
/-- The phase weight is a measurable function of the phase. -/
theorem measurable_phaseWeight (k : ℕ) : Measurable (phaseWeight k) :=
  Measurable.ite (measurableSet_lt measurable_const Real.measurable_cos)
    (by fun_prop) measurable_const
```

The weight is positive on $(-\pi/2,\pi/2)$ and never exceeds 1 on $(-\pi,\pi)$, so $0<A_k\le2\pi$. The two branches of the proof are these two bounds.

```lean
/-- The angular integral is nonzero and finite. -/
theorem angular_pos_finite (k : ℕ) : angular k ≠ 0 ∧ angular k ≠ ⊤ := by
  constructor
  · refine ne_of_gt ((setLIntegral_pos_iff (measurable_phaseWeight k)).2 ?_)
    refine lt_of_lt_of_le (b := volume (Ioo (-(Real.pi / 2)) (Real.pi / 2))) ?_
      (measure_mono ?_)
    · rw [Real.volume_Ioo]
      exact ENNReal.ofReal_pos.2 (by linarith [Real.pi_pos])
    · intro θ hθ
      have hc := Real.cos_pos_of_mem_Ioo hθ
      refine ⟨?_, by linarith [hθ.1, Real.pi_pos], by linarith [hθ.2, Real.pi_pos]⟩
      rw [Function.mem_support, phaseWeight, if_pos hc]
      exact (ENNReal.ofReal_pos.2 (pow_pos hc k)).ne'
  · have hle : angular k ≤ ∫⁻ _ in Ioo (-Real.pi) Real.pi, (1 : ℝ≥0∞) := by
      refine lintegral_mono fun θ => ?_
      unfold phaseWeight
      split_ifs with hc
      · exact ENNReal.ofReal_le_one.2 (pow_le_one₀ hc.le (Real.cos_le_one θ))
      · exact zero_le_one
    refine ne_top_of_le_ne_top ?_ hle
    rw [setLIntegral_one, Real.volume_Ioo]
    exact ENNReal.ofReal_ne_top
```

## Polar coordinates and the area element

Substituting $|z|=r$, $\operatorname{Re}z=r\cos\theta$ and $d^2z=r\,dr\,d\theta$ gives
$$\int_{\operatorname{Re}z>0}|z|^{-s}w_k(z)\,d^2z
=\int_0^\infty r^{-s}\,r^k\,r\,e^{-r^2}dr\int_{\cos\theta>0}\cos^k\theta\,d\theta
=R(k+1-s)\,A_k .$$
The single factor $r$ from the area element is easily forgotten. Without it the threshold would come out as $s<k+1$, and the variance at $k=1$ would wrongly appear infinite.

In the proof, the density is moved into the integrand and the half-plane becomes an indicator function. After the change to polar coordinates, `hre` and `hn` supply the real part and modulus, and `hpow` collects the three powers of $r$. The case split on `0 < Real.cos θ` matches the indicator with the cut in `phaseWeight`. Finally, `lintegral_prod_mul` separates the double integral. The identity also holds when both sides are infinite.

```lean
/-- In polar coordinates the inverse moment of order `s` of the population factors into a
radial and an angular integral. -/
theorem population_moment (k : ℕ) (s : ℝ) :
    ∫⁻ z, ENNReal.ofReal (‖z‖ ^ (-s)) ∂population k = radial (k + 1 - s) * angular k := by
  have hH : MeasurableSet {z : ℂ | 0 < z.re} :=
    measurableSet_lt measurable_const Complex.measurable_re
  have hρ : Measurable fun z : ℂ => ENNReal.ofReal (overlapWeight k z) := by
    unfold overlapWeight
    fun_prop
  have hg : Measurable fun z : ℂ => ENNReal.ofReal (‖z‖ ^ (-s)) := by fun_prop
  have hf : Measurable fun r : ℝ =>
      ENNReal.ofReal (r ^ ((k : ℝ) + 1 - s) * Real.exp (-r ^ 2)) := by fun_prop
  rw [population, lintegral_withDensity_eq_lintegral_mul _ hρ hg, ← lintegral_indicator hH,
    ← Complex.lintegral_comp_polarCoord_symm]
  refine (setLIntegral_congr_fun (g := fun p : ℝ × ℝ =>
    ENNReal.ofReal (p.1 ^ ((k : ℝ) + 1 - s) * Real.exp (-p.1 ^ 2)) * phaseWeight k p.2)
    polarCoord.open_target.measurableSet ?_).trans ?_
  · rintro ⟨r, θ⟩ hp
    rw [polarCoord_target] at hp
    have hr : 0 < r := hp.1
    have hre : (Complex.polarCoord.symm (r, θ)).re = r * Real.cos θ := by
      simp [Complex.polarCoord_symm_apply]
      exact Or.inl (Complex.cos_ofReal_re θ)
    have hn : ‖Complex.polarCoord.symm (r, θ)‖ = r := by
      rw [Complex.norm_polarCoord_symm, abs_of_pos hr]
    by_cases hc : 0 < Real.cos θ
    · simp only [indicator, mem_ofPred_eq, Pi.mul_apply, overlapWeight, hre, hn, phaseWeight,
        smul_eq_mul, mul_pos hr hc, hc, if_true]
      -- the area element r and the factor (Re z)^k soften the pole
      have hpow : r ^ ((k : ℝ) + 1 - s) = r ^ k * r * r ^ (-s) := by
        rw [sub_eq_add_neg, Real.rpow_add hr, Real.rpow_add hr, Real.rpow_natCast,
          Real.rpow_one]
      rw [← ENNReal.ofReal_mul (by positivity : 0 ≤ (r * Real.cos θ) ^ k * Real.exp (-r ^ 2)),
        ← ENNReal.ofReal_mul hr.le, ← ENNReal.ofReal_mul (by positivity), hpow]
      congr 1
      ring
    · have hc' : ¬ 0 < r * Real.cos θ := fun h => hc (pos_of_mul_pos_right h hr.le)
      simp only [indicator, mem_ofPred_eq, hre, phaseWeight, hc, hc', if_false, smul_zero,
        mul_zero]
  · rw [polarCoord_target, Measure.volume_eq_prod, ← Measure.prod_restrict]
    exact lintegral_prod_mul hf.aemeasurable (measurable_phaseWeight k).aemeasurable
```

## The threshold for inverse moments

Setting $s=0$ gives the total mass $R(k+1)A_k$. It is finite because $k+1>-1$, and nonzero because both factors are.

```lean
/-- The total mass of the population is nonzero and finite. -/
theorem population_mass (k : ℕ) : population k univ ≠ 0 ∧ population k univ ≠ ⊤ := by
  have h : population k univ = radial (k + 1) * angular k := by
    simpa using population_moment k 0
  have hk : (-1 : ℝ) < k + 1 := by linarith [Nat.cast_nonneg (α := ℝ) k]
  rw [h]
  exact ⟨mul_ne_zero (radial_ne_zero _) (angular_pos_finite k).1,
    ENNReal.mul_ne_top ((radial_lt_top_iff _).2 hk).ne (angular_pos_finite k).2⟩
```

Division by this mass therefore gives total probability 1.

```lean
/-- The overlap law is a probability distribution. -/
instance (k : ℕ) : IsProbabilityMeasure (overlapLaw k) :=
  ⟨by
    rw [overlapLaw, Measure.smul_apply, smul_eq_mul]
    exact ENNReal.inv_mul_cancel (population_mass k).1 (population_mass k).2⟩
```

Only finiteness is at stake from here on, and a factor $b$ with $0<b<\infty$ does not affect it.

```lean
/-- A nonzero finite prefactor does not change whether a nonnegative quantity is finite. -/
theorem mul_finite_iff {b x : ℝ≥0∞} (h0 : b ≠ 0) (ht : b ≠ ⊤) : b * x < ⊤ ↔ x < ⊤ := by
  constructor
  · intro h
    by_contra hx
    rw [not_lt_top_iff.1 hx, ENNReal.mul_top h0] at h
    exact lt_irrefl _ h
  · exact fun h => ENNReal.mul_lt_top ht.lt_top h
```

The normalised mean is
$$\langle |z|^{-s}\rangle=\frac{R(k+1-s)}{R(k+1)} .$$
It is finite exactly when $k+1-s>-1$, that is, when $s<k+2$. The proof removes the normalisation and the angular integral with `mul_finite_iff`, then applies the radial criterion. At $k=0$ the mean of $|z|^{-2}$ is infinite; at $k=1$ it is finite, while that of $|z|^{-3}$ is infinite.

```lean
/-- For overlap density proportional to `(Re z)^k exp(-|z|²)` on `Re z > 0`, the mean of
`|z|^(-s)` is finite exactly when `s < k + 2`. -/
theorem mean_inverse_overlap_finite_iff (k : ℕ) (s : ℝ) :
    ∫⁻ z, ENNReal.ofReal (‖z‖ ^ (-s)) ∂overlapLaw k < ⊤ ↔ s < k + 2 := by
  rw [overlapLaw, lintegral_smul_measure, smul_eq_mul,
    mul_finite_iff (ENNReal.inv_ne_zero.2 (population_mass k).2)
      (ENNReal.inv_ne_top.2 (population_mass k).1),
    population_moment, mul_comm,
    mul_finite_iff (angular_pos_finite k).1 (angular_pos_finite k).2, radial_lt_top_iff]
  constructor <;> intro h <;> linarith
```

## From overlaps to local energies

For $p>0$,
$$\left|\frac{c}{z}\right|^p=|c|^p\,|z|^{-p},$$
so the pole has a finite moment of order $p$ exactly when $p<k+2$. Adding $E_0$ does not change this, since $|a+b|^p\le2^p(|a|^p+|b|^p)$ and a constant has finite moments under a probability law.

`MemLp f q μ` says that `f` is measurable up to null sets and has a finite $L^q$ norm; for finite positive $q$, the latter means a finite mean of $|f|^q$. In the proof, `hshift` removes the constant, `hpt` is the displayed identity, and the previous theorem supplies the threshold.

The condition $c\neq0$ excludes the case without a pole. If $c=0$, the local energy is the constant $E_0$ and all its moments are finite. Already at $k=0$, $p=2$ the equivalence would then fail, because $2<2$ is false.

```lean
/-- For `c ≠ 0` and `p > 0`, the local energy `E₀ + c / z` has a finite absolute moment of
order `p` exactly when `p < k + 2`. -/
theorem localEnergy_moment_iff (k : ℕ) (E₀ : ℂ) {c : ℂ} (hc : c ≠ 0) {p : ℝ} (hp : 0 < p) :
    MemLp (localEnergy E₀ c) (ENNReal.ofReal p) (overlapLaw k) ↔ p < k + 2 := by
  have hm : Measurable fun z : ℂ => c / z := measurable_const.div measurable_id
  have hE : MemLp (fun _ : ℂ => E₀) (ENNReal.ofReal p) (overlapLaw k) := memLp_const E₀
  -- a constant shift of the energy does not matter
  have hshift : MemLp (localEnergy E₀ c) (ENNReal.ofReal p) (overlapLaw k) ↔
      MemLp (fun z : ℂ => c / z) (ENNReal.ofReal p) (overlapLaw k) := by
    constructor
    · intro h
      convert h.sub hE using 1
      ext z
      simp [localEnergy]
    · exact fun h => hE.add h
  have hfin : MemLp (fun z : ℂ => c / z) (ENNReal.ofReal p) (overlapLaw k) ↔
      eLpNorm (fun z : ℂ => c / z) (ENNReal.ofReal p) (overlapLaw k) < ⊤ :=
    ⟨fun h => h.2, fun h => ⟨hm.aestronglyMeasurable, h⟩⟩
  have hpt : ∀ z : ℂ, ‖c / z‖ₑ ^ p =
      ENNReal.ofReal (‖c‖ ^ p) * ENNReal.ofReal (‖z‖ ^ (-p)) := by
    intro z
    rw [← ofReal_norm, ENNReal.ofReal_rpow_of_nonneg (norm_nonneg _) hp.le,
      ← ENNReal.ofReal_mul (Real.rpow_nonneg (norm_nonneg c) p), norm_div,
      Real.div_rpow (norm_nonneg _) (norm_nonneg _), Real.rpow_neg (norm_nonneg _),
      div_eq_mul_inv]
  have hc0 : ENNReal.ofReal (‖c‖ ^ p) ≠ 0 :=
    (ENNReal.ofReal_pos.2 (Real.rpow_pos_of_pos (norm_pos_iff.2 hc) p)).ne'
  rw [hshift, hfin, eLpNorm_lt_top_iff_lintegral_rpow_enorm_lt_top
    (ENNReal.ofReal_pos.2 hp).ne' ENNReal.ofReal_ne_top, ENNReal.toReal_ofReal hp.le]
  simp_rw [hpt]
  rw [lintegral_const_mul _ (by fun_prop), mul_finite_iff hc0 ENNReal.ofReal_ne_top,
    mean_inverse_overlap_finite_iff]
```

## Variance restored, third moment still infinite

The remaining comparisons are $2\not<2$ for $k=0$, and $2<3$ and $3\not<3$ for $k=1$. They give the three parts of the final theorem, and `norm_num` decides them.

These are statements about moments around zero, but $E_0$ is arbitrary, so subtracting any reference energy merely changes $E_0$. At $k=0$ the mean energy exists, because $1<2$; taking it as the reference shows that the variance is infinite. At $k=1$ the same subtraction gives a finite variance and an infinite third absolute central moment.

```lean
/-- For `c ≠ 0`, the local energy `E₀ + c / z` has no finite second moment under the bare
half-plane Gaussian; under the phaseless-type density its second moment is finite and its
third absolute moment is not. -/
theorem phaseless_restores_variance_only (E₀ : ℂ) {c : ℂ} (hc : c ≠ 0) :
    ¬ MemLp (localEnergy E₀ c) 2 (overlapLaw 0) ∧
      MemLp (localEnergy E₀ c) 2 (overlapLaw 1) ∧
      ¬ MemLp (localEnergy E₀ c) 3 (overlapLaw 1) := by
  have h2 : ENNReal.ofReal 2 = 2 := ENNReal.ofReal_ofNat 2
  have h3 : ENNReal.ofReal 3 = 3 := ENNReal.ofReal_ofNat 3
  rw [← h2, ← h3, localEnergy_moment_iff 0 E₀ hc two_pos,
    localEnergy_moment_iff 1 E₀ hc two_pos, localEnergy_moment_iff 1 E₀ hc three_pos]
  norm_num

end

end PhaselessOverlapMoments
```

For independent samples from this fixed one-overlap model at $k=1$, the statistical error of the mean energy falls as $N^{-1/2}$ with the number $N$ of samples. The fourth absolute moment is infinite too, by `localEnergy_moment_iff` with $p=4$, so error bars estimated from the sample variance can themselves fluctuate strongly.

The moments concern the modulus of the complex local energy. If an estimator keeps only the real part, finiteness carries over because $|\operatorname{Re}w|\le|w|$, whereas divergence requires a separate look at the angular integral. The model contains no imaginary-time propagation, force bias, time-step error or correlation between walkers, and it does not address the bias of the phaseless approximation.

```lean
#print axioms PhaselessOverlapMoments.localEnergy_moment_iff
#print axioms PhaselessOverlapMoments.phaseless_restores_variance_only
```

```
'PhaselessOverlapMoments.localEnergy_moment_iff' depends on axioms: [propext, Classical.choice, Quot.sound]
'PhaselessOverlapMoments.phaseless_restores_variance_only' depends on axioms: [propext, Classical.choice, Quot.sound]
```
